# A size-independent bound on the infrared sum of a chain with couplings \(r^{-\alpha}\), \(1<\alpha<2\)

## Dispersion and infrared sum

Let two sites of a chain at distance \(r\ge 1\) be coupled with strength \(r^{-\alpha}\), in units where the nearest-neighbour coupling is 1. For a real wave number \(k\), define the dispersion

\[
e(k)=\sum_{r\ge 1} r^{-\alpha}\,\bigl(1-\cos(kr)\bigr).
\]

For \(\alpha>1\) the series converges, because each term lies between 0 and \(2r^{-\alpha}\). A ring of \(N\ge 2\) sites has the momenta \(k=2\pi m/N\). The infrared sum runs over the nonzero ones:

\[
I_\alpha(N)=\frac1N\sum_{m=1}^{N-1}\frac{1}{e(2\pi m/N)} .
\]

The momentum \(m=0\) is left out because \(e(0)=0\): a uniform shift costs no energy.

The distance \(r\) runs to infinity even on a finite ring. This corresponds to a periodic system in which each site also couples to all periodic images of the others.

## Thermal fluctuations of a harmonic chain

Put a real displacement \(\varphi_j\) on each site \(j\) of the ring, with indices taken modulo \(N\), and let the energy be

\[
\frac12\sum_{j}\sum_{r\ge1} r^{-\alpha}(\varphi_j-\varphi_{j+r})^2=\sum_k e(k)\,|\hat\varphi_k|^2,
\qquad \hat\varphi_k=\frac1{\sqrt N}\sum_j \varphi_j e^{-ikj}.
\]

The two sides agree because \(|1-e^{ikr}|^2=2(1-\cos kr)\). At temperature \(T\), with \(k_B=1\), classical equipartition gives \(\langle|\hat\varphi_k|^2\rangle=T/(2e(k))\) for \(k\neq0\). The nonzero modes therefore contribute \(\tfrac T2 I_\alpha(N)\) to the mean square displacement per site.

With nearest-neighbour coupling alone, \(e(k)=1-\cos k\) vanishes quadratically at small \(k\), and the corresponding sum grows in proportion to \(N\). This growth is the one-dimensional infrared obstruction. Slowly decaying couplings stiffen the long-wavelength modes, and for \(1<\alpha<2\) the sum stays bounded.

The same sum appears for magnons. If non-interacting magnons have energy \(c\,e(k)\) with \(c>0\), their Bose occupation is at most \(T/(c\,e(k))\), so within this approximation the number of thermal magnons per site at nonzero momentum is at most \(\tfrac Tc I_\alpha(N)\) for every ring size.

## The bound and its scope

For \(1<\alpha<2\) and every \(N\ge2\),

\[
I_\alpha(N)\le\frac{30}{2-\alpha}.
\]

This is the theorem `infraredSum_le`. Its right-hand side does not contain \(N\), which is the uniformity claimed. In the code, `dispersion α k` is \(e(k)\), and `infraredSum α N` is \(I_\alpha(N)\). The series in `dispersion` starts at `r = 0`, where the factor \(1-\cos 0\) makes the term vanish. The index set `Ico 1 N` is \(\{1,\dots,N-1\}\), and `m / N` is a quotient of real numbers.

The theorem concerns the sum itself. Spins, Hamiltonians and temperature do not occur in it, and a bounded infrared sum is not yet a proof of long-range order in an interacting model. Nor does the theorem settle what happens for \(\alpha\ge2\): the constant diverges as \(\alpha\to2\), but an upper bound that diverges does not show that the sum does.

## Small momenta: \(e(k)\ge k^{\alpha-1}/15\)

Take \(0<k\le\pi\) and let \(M\) be the integer part of \(\pi/k\). Then \(M\ge1\) and \(Mk\le\pi<(M+1)k\). Since \(M+1\le 2M\), we have \(2Mk>\pi\), and hence \(Mk\ge1\).

Keep only the distances \(1\le r\le M\). For these, \(r^{-\alpha}\ge M^{-\alpha}\) and \(kr/2\le\pi/2\). The half-angle formula, Jordan's inequality \(\sin y\ge 2y/\pi\) on \([0,\pi/2]\), and \(\pi^2<10\) give

\[
1-\cos(kr)=2\sin^2\frac{kr}{2}\ge\frac{2}{\pi^2}(kr)^2\ge\frac{(kr)^2}{5}.
\]

Moreover \(\sum_{r=1}^{M}r^2\ge M^3/3\), because raising \(n\) to \(n+1\) adds \((n+1)^2\) on the left and only \(n^2+n+\tfrac13\) on the right. Hence

\[
e(k)\ge M^{-\alpha}\,\frac{k^2}{5}\,\frac{M^3}{3}
=\frac{(Mk)^{3-\alpha}\,k^{\alpha-1}}{15}\ge\frac{k^{\alpha-1}}{15}.
\]

The last step uses \(Mk\ge1\) and \(\alpha\le3\).

## Both ends of the Brillouin zone

Take the zone as \(0<k<2\pi\), so that \(e\) vanishes at both of its ends, which are equivalent to \(k=0\). Write \(k=2\pi x\) with \(0<x<1\). If \(x\le\tfrac12\), the previous bound applies. Since \((2\pi x)^{\alpha-1}\ge x^{\alpha-1}\), it gives \(1/e(2\pi x)\le15\,x^{1-\alpha}\). If \(x\ge\tfrac12\), the symmetry \(e(2\pi x)=e(2\pi(1-x))\) gives the same bound with \(1-x\) in place of \(x\). Both cases are covered by

\[
\frac1{e(2\pi x)}\le15\left(x^{1-\alpha}+(1-x)^{1-\alpha}\right).
\]

## Summing the power law

Let \(0<p\le1\). Bernoulli's inequality \((1+s)^p\le1+ps\) for \(s\ge-1\), taken at \(s=-1/(n+1)\) and multiplied by \((n+1)^p\), reads

\[
n^p\le(n+1)^p-p\,(n+1)^{p-1}.
\]

Thus \((n+1)^{p-1}\le\bigl((n+1)^p-n^p\bigr)/p\). Adding these inequalities gives \(\sum_{m=1}^n m^{p-1}\le n^p/p\).

Now set \(p=2-\alpha\) and \(n=N\), and drop the positive term \(m=N\):

\[
\sum_{m=1}^{N-1}\left(\frac mN\right)^{1-\alpha}
=N^{\alpha-1}\sum_{m=1}^{N-1}m^{1-\alpha}
\le N^{\alpha-1}\,\frac{N^{2-\alpha}}{2-\alpha}=\frac N{2-\alpha}.
\]

The substitution \(m\to N-m\) shows that the sum of \((1-m/N)^{1-\alpha}\) has the same value. Inserting \(x=m/N\) in the bound on \(1/e\) and summing therefore gives

\[
\sum_{m=1}^{N-1}\frac1{e(2\pi m/N)}\le15\cdot2\cdot\frac{N}{2-\alpha}.
\]

Division by \(N\) yields \(30/(2-\alpha)\).

## The Lean file

```lean
import Mathlib

open Real Finset

namespace LongRangeInfrared

noncomputable section

/-- The dispersion `∑ r ^ (-α) * (1 - cos (k r))` of a chain with couplings `r ^ (-α)` at distance
`r`; the term `r = 0` vanishes. -/
def dispersion (α k : ℝ) : ℝ :=
  ∑' r : ℕ, (r : ℝ) ^ (-α) * (1 - Real.cos (k * r))

/-- Sum of the inverse dispersion over the nonzero momenta of a ring of `N` sites,
divided by `N`. -/
def infraredSum (α : ℝ) (N : ℕ) : ℝ :=
  (∑ m ∈ Ico 1 N, 1 / dispersion α (2 * π * (m / N))) / N

/-- Every distance contributes a nonnegative amount to the dispersion. -/
theorem term_nonneg (α k : ℝ) (r : ℕ) :
    0 ≤ (r : ℝ) ^ (-α) * (1 - Real.cos (k * r)) :=
  mul_nonneg (Real.rpow_nonneg (Nat.cast_nonneg r) _) (sub_nonneg.2 (Real.cos_le_one _))

/-- The series defining the dispersion converges for `α > 1`. -/
theorem summable_dispersion {α : ℝ} (hα : 1 < α) (k : ℝ) :
    Summable fun r : ℕ => (r : ℝ) ^ (-α) * (1 - Real.cos (k * r)) := by
  refine Summable.of_nonneg_of_le (term_nonneg α k) (fun r => ?_)
    ((Real.summable_nat_rpow.2 (by linarith : -α < -1)).mul_right 2)
  exact mul_le_mul_of_nonneg_left (by linarith [Real.neg_one_le_cos (k * r)])
    (Real.rpow_nonneg (Nat.cast_nonneg r) _)

/-- For `1 < α ≤ 3` the dispersion is at least `k ^ (α - 1) / 15` on `0 < k ≤ π`. -/
theorem dispersion_lower {α k : ℝ} (hα : 1 < α) (hα3 : α ≤ 3) (hk : 0 < k) (hkπ : k ≤ π) :
    k ^ (α - 1) / 15 ≤ dispersion α k := by
  -- keep only the distances up to `M`, the integer part of `π / k`
  obtain ⟨M, hM⟩ : ∃ M : ℕ, M = ⌊π / k⌋₊ := ⟨_, rfl⟩
  have hup : (M : ℝ) * k ≤ π := by
    rw [← le_div_iff₀ hk, hM]
    exact Nat.floor_le (by positivity)
  have hlo : π < ((M : ℝ) + 1) * k := by
    rw [← div_lt_iff₀ hk, hM]
    exact Nat.lt_floor_add_one _
  have hM1 : 1 ≤ M := by
    rw [hM]
    exact Nat.le_floor (by rw [Nat.cast_one, le_div_iff₀ hk]; linarith)
  have hM1' : (1 : ℝ) ≤ M := by exact_mod_cast hM1
  have hM0 : (0 : ℝ) < M := by linarith
  have hMk : 1 ≤ (M : ℝ) * k := by
    nlinarith [Real.pi_gt_three, mul_le_mul_of_nonneg_right hM1' hk.le]
  have hterm : ∀ r ∈ range (M + 1), (M : ℝ) ^ (-α) * (k ^ 2 / 5) * (r : ℝ) ^ 2 ≤
      (r : ℝ) ^ (-α) * (1 - Real.cos (k * r)) := by
    intro r hr
    rcases Nat.eq_zero_or_pos r with h0 | h0
    · subst h0; simp
    have hr0 : (0 : ℝ) < r := by exact_mod_cast h0
    have hrM : (r : ℝ) ≤ M := by exact_mod_cast Nat.lt_succ_iff.1 (mem_range.1 hr)
    have h1 : (M : ℝ) ^ (-α) ≤ (r : ℝ) ^ (-α) := by
      rw [Real.rpow_neg hM0.le, Real.rpow_neg hr0.le]
      exact inv_anti₀ (Real.rpow_pos_of_pos hr0 _)
        (Real.rpow_le_rpow hr0.le hrM (by linarith))
    -- half-angle formula and Jordan's inequality
    have h2 : Real.cos (k * r) ≤ 1 - 2 / π ^ 2 * (k * r) ^ 2 := by
      have hy : k * r ≤ π := by nlinarith [mul_le_mul_of_nonneg_right hrM hk.le]
      have hs := Real.mul_le_sin (x := k * r / 2) (by positivity) (by linarith)
      have hq := pow_le_pow_left₀ (by positivity : 0 ≤ 2 / π * (k * r / 2)) hs 2
      have he : (2 / π * (k * r / 2)) ^ 2 = (2 / π ^ 2 * (k * r) ^ 2) / 2 := by ring
      have hc := Real.cos_two_mul (k * r / 2)
      rw [show 2 * (k * r / 2) = k * r by ring] at hc
      rw [he] at hq
      linarith [Real.sin_sq_add_cos_sq (k * r / 2)]
    have h3 : (1 : ℝ) / 5 ≤ 2 / π ^ 2 := by
      rw [div_le_div_iff₀ (by norm_num) (by positivity)]
      nlinarith [Real.pi_lt_d2, Real.pi_pos]
    have h4 : k ^ 2 / 5 * (r : ℝ) ^ 2 ≤ 1 - Real.cos (k * r) := by
      nlinarith [mul_le_mul_of_nonneg_right h3 (sq_nonneg (k * r))]
    rw [mul_assoc]
    exact mul_le_mul h1 h4 (by positivity) (Real.rpow_nonneg hr0.le _)
  have hsq : ∀ n : ℕ, (n : ℝ) ^ 3 / 3 ≤ ∑ r ∈ range (n + 1), (r : ℝ) ^ 2 := by
    intro n
    induction n with
    | zero => simp
    | succ n ih =>
      rw [sum_range_succ]
      push_cast
      nlinarith [(Nat.cast_nonneg n : (0 : ℝ) ≤ n)]
  have e1 : (M : ℝ) ^ (-α) * (M : ℝ) ^ 3 = (M : ℝ) ^ (3 - α) := by
    rw [← Real.rpow_natCast (M : ℝ) 3, ← Real.rpow_add hM0]
    congr 1; push_cast; ring
  have e2 : k ^ 2 = k ^ (3 - α) * k ^ (α - 1) := by
    rw [← Real.rpow_add hk, ← Real.rpow_natCast k 2]
    congr 1; push_cast; ring
  have e3 : 1 ≤ (M : ℝ) ^ (3 - α) * k ^ (3 - α) := by
    rw [← Real.mul_rpow hM0.le hk.le]
    exact Real.one_le_rpow hMk (by linarith)
  calc k ^ (α - 1) / 15
      ≤ (M : ℝ) ^ (3 - α) * k ^ (3 - α) * (k ^ (α - 1) / 15) :=
        le_mul_of_one_le_left (by positivity) e3
    _ = (M : ℝ) ^ (-α) * (k ^ 2 / 5) * ((M : ℝ) ^ 3 / 3) := by
        rw [e2, ← e1]; ring
    _ ≤ (M : ℝ) ^ (-α) * (k ^ 2 / 5) * ∑ r ∈ range (M + 1), (r : ℝ) ^ 2 :=
        mul_le_mul_of_nonneg_left (hsq M) (by positivity)
    _ ≤ ∑ r ∈ range (M + 1), (r : ℝ) ^ (-α) * (1 - Real.cos (k * r)) := by
        rw [mul_sum]; exact sum_le_sum hterm
    _ ≤ dispersion α k :=
        (summable_dispersion hα k).sum_le_tsum _ (fun r _ => term_nonneg α k r)

/-- For `1 < α ≤ 3` and `k = 2πx` with `0 < x < 1`, the inverse dispersion is at most 15 times the
sum of two power laws, both with exponent `1 - α`, in the distances `x` and `1 - x` to the two ends
of the zone. -/
theorem inv_dispersion_le {α x : ℝ} (hα : 1 < α) (hα3 : α ≤ 3) (hx : 0 < x) (hx1 : x < 1) :
    1 / dispersion α (2 * π * x) ≤ 15 * (x ^ (1 - α) + (1 - x) ^ (1 - α)) := by
  have half : ∀ y : ℝ, 0 < y → y ≤ 1 / 2 →
      1 / dispersion α (2 * π * y) ≤ 15 * y ^ (1 - α) := by
    intro y hy hy2
    have h := dispersion_lower hα hα3 (k := 2 * π * y) (by positivity)
      (by nlinarith [Real.pi_pos])
    have h1 : y ^ (α - 1) ≤ (2 * π * y) ^ (α - 1) :=
      Real.rpow_le_rpow hy.le (by nlinarith [Real.pi_gt_three]) (by linarith)
    have hp : 0 < y ^ (α - 1) := Real.rpow_pos_of_pos hy _
    have e : y ^ (1 - α) = (y ^ (α - 1))⁻¹ := by
      rw [← Real.rpow_neg hy.le]; congr 1; ring
    calc 1 / dispersion α (2 * π * y) ≤ 1 / (y ^ (α - 1) / 15) :=
          one_div_le_one_div_of_le (by positivity) (by linarith)
      _ = 15 * y ^ (1 - α) := by rw [e, one_div_div, div_eq_mul_inv]
  have p1 : 0 < x ^ (1 - α) := Real.rpow_pos_of_pos hx _
  have p2 : 0 < (1 - x) ^ (1 - α) := Real.rpow_pos_of_pos (by linarith) _
  rcases le_total x (1 / 2) with h | h
  · linarith [half x hx h]
  · -- reflection `k → 2π - k`
    have hs : dispersion α (2 * π * x) = dispersion α (2 * π * (1 - x)) := by
      unfold dispersion
      refine tsum_congr fun r => ?_
      rw [show 2 * π * (1 - x) * r = r * (2 * π) - 2 * π * x * r by ring,
        Real.cos_nat_mul_two_pi_sub]
    rw [hs]
    linarith [half (1 - x) (by linarith) (by linarith)]

/-- The sum of `m ^ (p - 1)` over `m = 1, …, n`, with `0 < p ≤ 1`, is at most `n ^ p / p`. -/
theorem sum_rpow_le {p : ℝ} (hp : 0 < p) (hp1 : p ≤ 1) (n : ℕ) :
    ∑ m ∈ Ico 1 (n + 1), (m : ℝ) ^ (p - 1) ≤ (n : ℝ) ^ p / p := by
  induction n with
  | zero => simp [Real.zero_rpow hp.ne']
  | succ n ih =>
    rw [sum_Ico_succ_top (by omega)]
    push_cast
    have hn : (0 : ℝ) ≤ n := Nat.cast_nonneg n
    have hy : (0 : ℝ) < n + 1 := by linarith
    have hq : -1 ≤ -1 / ((n : ℝ) + 1) := by
      rw [le_div_iff₀ hy]; linarith
    -- Bernoulli's inequality for exponents between 0 and 1
    have hb := rpow_one_add_le_one_add_mul_self hq hp.le hp1
    have e1 : (n : ℝ) ^ p = ((n : ℝ) + 1) ^ p * (1 + -1 / ((n : ℝ) + 1)) ^ p := by
      rw [← Real.mul_rpow hy.le (by linarith)]
      congr 1; field_simp; ring
    have e2 : ((n : ℝ) + 1) ^ (p - 1) = ((n : ℝ) + 1) ^ p / (n + 1) :=
      Real.rpow_sub_one hy.ne' p
    have h : (n : ℝ) ^ p ≤ ((n : ℝ) + 1) ^ p - p * ((n : ℝ) + 1) ^ (p - 1) := by
      rw [e1, e2]
      refine (mul_le_mul_of_nonneg_left hb (Real.rpow_nonneg hy.le p)).trans (le_of_eq ?_)
      ring
    rw [le_div_iff₀ hp] at ih ⊢
    linarith

/-- For `1 < α < 2` the infrared sum is at most `30 / (2 - α)` for every ring of
at least two sites. -/
theorem infraredSum_le {α : ℝ} (hα : 1 < α) (hα2 : α < 2) {N : ℕ} (hN : 2 ≤ N) :
    infraredSum α N ≤ 30 / (2 - α) := by
  have hN0 : (0 : ℝ) < N := by exact_mod_cast (by omega : 0 < N)
  have hrefl : ∑ m ∈ Ico 1 N, (1 - (m : ℝ) / N) ^ (1 - α) =
      ∑ m ∈ Ico 1 N, ((m : ℝ) / N) ^ (1 - α) := by
    refine sum_nbij' (fun m => N - m) (fun m => N - m) ?_ ?_ ?_ ?_ ?_
    · intro m hm; simp only [mem_Ico] at hm ⊢; omega
    · intro m hm; simp only [mem_Ico] at hm ⊢; omega
    · intro m hm; have := mem_Ico.1 hm; show N - (N - m) = m; omega
    · intro m hm; have := mem_Ico.1 hm; show N - (N - m) = m; omega
    · intro m hm
      show _ = (((N - m : ℕ) : ℝ) / N) ^ (1 - α)
      rw [Nat.cast_sub (mem_Ico.1 hm).2.le, sub_div, div_self hN0.ne']
  have hpow : ∑ m ∈ Ico 1 N, ((m : ℝ) / N) ^ (1 - α) ≤ N / (2 - α) := by
    have h := sum_rpow_le (p := 2 - α) (by linarith) (by linarith) N
    rw [sum_Ico_succ_top (by omega), show 2 - α - 1 = 1 - α by ring] at h
    have hc : 0 < (N : ℝ) ^ (1 - α) := Real.rpow_pos_of_pos hN0 _
    have e : (N : ℝ) ^ (2 - α) = N * (N : ℝ) ^ (1 - α) := by
      rw [show 2 - α = 1 + (1 - α) by ring, Real.rpow_add hN0, Real.rpow_one]
    rw [sum_congr rfl fun m _ => Real.div_rpow (Nat.cast_nonneg m) hN0.le (1 - α),
      ← sum_div, div_le_iff₀ hc]
    rw [e, mul_div_right_comm] at h
    linarith
  unfold infraredSum
  rw [div_le_iff₀ hN0]
  calc ∑ m ∈ Ico 1 N, 1 / dispersion α (2 * π * (m / N))
      ≤ ∑ m ∈ Ico 1 N, 15 * (((m : ℝ) / N) ^ (1 - α) + (1 - (m : ℝ) / N) ^ (1 - α)) := by
        refine sum_le_sum fun m hm => ?_
        have hm' := mem_Ico.1 hm
        have h0 : (0 : ℝ) < m := by exact_mod_cast (by omega : 0 < m)
        exact inv_dispersion_le hα (by linarith) (div_pos h0 hN0)
          ((div_lt_one hN0).2 (by exact_mod_cast hm'.2))
    _ = 30 * ∑ m ∈ Ico 1 N, ((m : ℝ) / N) ^ (1 - α) := by
        rw [← mul_sum, sum_add_distrib, hrefl]; ring
    _ ≤ 30 * (N / (2 - α)) := by linarith
    _ = 30 / (2 - α) * N := by ring

end

end LongRangeInfrared
```

```lean
#print axioms LongRangeInfrared.infraredSum_le
-- 'LongRangeInfrared.infraredSum_le' depends on axioms: [propext, Classical.choice, Quot.sound]
```

## How the proof follows the derivation

**Convergence.** `term_nonneg` records that every term of the dispersion is nonnegative. `summable_dispersion` compares the series with \(2r^{-\alpha}\), whose sum converges for \(\alpha>1\).

**Lower bound.** In `dispersion_lower`, the statements `hup` and `hlo` are the two inequalities that define \(M\), and `hMk` is \(Mk\ge1\). The termwise estimate is `hterm`: its part `h1` compares the couplings, `h2` combines the half-angle formula with Jordan's inequality, and `h3` replaces \(2/\pi^2\) by \(1/5\). The induction for the sum of squares is `hsq`. The closing `calc` block is the displayed chain for \(e(k)\), read from the small end to the large one. Its last step, `sum_le_tsum`, discards all distances beyond \(M\), which is allowed because the terms are nonnegative and the series converges.

**Inverse dispersion.** `inv_dispersion_le` first proves the case \(x\le\tfrac12\) as `half`, then treats the other half of the zone by reflecting the cosine in each term of the series. The lower bound also ensures that \(e\) is strictly positive at every momentum in the sum. This matters because Lean sets \(1/0=0\), so a vanishing dispersion would otherwise go unnoticed in an upper bound.

**Power sum.** `sum_rpow_le` is the Bernoulli argument, carried out by induction on \(n\). Here `hb` is Bernoulli's inequality, and `h` is its rearranged form, which supplies the induction step.

**Assembly.** In `infraredSum_le`, `hrefl` is the substitution \(m\to N-m\), expressed as a bijection of the index set with itself. `hpow` is the bound \(N/(2-\alpha)\). It applies `sum_rpow_le` up to \(N\), splits off the last term and discards it. The final `calc` block inserts the pointwise bound, merges the two equal sums into the factor 30, and applies `hpow`. The hypothesis \(\alpha<2\) is needed in `hpow`, where it makes the exponent \(p=2-\alpha\) positive; the bounds on the dispersion itself hold up to \(\alpha=3\).
